# Renormalization terms from the fourth-order Brillouin-Wigner equation for a nondegenerate level

Q: In the Brillouin-Wigner equation the unknown energy also sits in the denominators. You make that energy a free variable, insert a quartic polynomial in the coupling, and require only that the two sides agree through fourth order. Why should I accept this as the physics?

A: Because it is what we do when we match powers. Take $H=H_0+sV$ with coupling $s$, where $H_0$ is diagonal with levels $\varepsilon_i$. The reference state is $r$, $E_0=\varepsilon_r$, and $Q$ projects out $r$. Write $\langle X\rangle=X_{rr}$ and $R(z)=Q/(z-H_0)$. An eigenvector $\psi$ with unit component on $r$, whose energy $E$ differs from every $\varepsilon_i$ with $i\ne r$, obeys

$$\psi=r+sR(E)V\psi,\qquad E=E_0+s\langle r|V\psi\rangle .$$

Inserting the first equation into the second four times gives

$$E=E_0+s\langle V\rangle+s^2\langle VR(E)V\rangle+s^3\langle VR(E)VR(E)V\rangle+s^4\langle VR(E)VR(E)VR(E)V\rangle+s^5\langle r|V(R(E)V)^4\psi\rangle .$$

Dropping the last term leaves the fourth-order equation. The file starts from that equation; its derivation from the eigenvector is not formalized.

```lean
import Mathlib

open Filter Topology Asymptotics Matrix

namespace BrillouinWignerRenormalization

noncomputable section

variable {n : Type*} [Fintype n] [DecidableEq n]
```

Q: How is the resolvent represented?

A: As a diagonal matrix over a finite set `n` of states, with zero at `r` and $1/(z-\varepsilon_i)$ elsewhere.

```lean
/-- The resolvent `Q / (z - H0)` of a diagonal `H0` with levels `ε`, where `Q` projects out the
reference state `r`; its domain is `z ≠ ε i` for all `i ≠ r`. -/
def resolvent (ε : n → ℝ) (r : n) (z : ℝ) : Matrix n n ℝ :=
  Matrix.diagonal fun i => if i = r then 0 else 1 / (z - ε i)
```

The right-hand side of the equation is then a function of `s` and the trial energy `z`, and an expectation value is an `r r` matrix entry.

```lean
/-- The right-hand side of the fourth-order Brillouin-Wigner equation at coupling `s` and trial
energy `z`, for `z ≠ ε i` for all `i ≠ r`. -/
def bwEnergy (ε : n → ℝ) (V : Matrix n n ℝ) (r : n) (s z : ℝ) : ℝ :=
  ε r + s * V r r + s ^ 2 * (V * resolvent ε r z * V) r r
    + s ^ 3 * (V * resolvent ε r z * V * resolvent ε r z * V) r r
    + s ^ 4 * (V * resolvent ε r z * V * resolvent ε r z * V * resolvent ε r z * V) r r
```

The energy to be inserted is $E(s)=E_0+E_1s+E_2s^2+E_3s^3+E_4s^4$, with real coefficients still to be found.

```lean
/-- The energy series `E0 + E1 s + E2 s² + E3 s³ + E4 s⁴`. -/
def series (E0 E1 E2 E3 E4 s : ℝ) : ℝ :=
  E0 + E1 * s + E2 * s ^ 2 + E3 * s ^ 3 + E4 * s ^ 4
```

Q: The denominators now contain $E(s)$, but your final formulas contain only $R=R(E_0)$. How do you get from one to the other?

A: Let $\delta=z-E_0$. For each $i\ne r$,

$$\frac1{E_0-\varepsilon_i}-\frac1{z-\varepsilon_i}=\frac{\delta}{(E_0-\varepsilon_i)(z-\varepsilon_i)},$$

so $R(z)=R-\delta\,R\,R(z)$. This needs both $E_0$ and $z$ to differ from every excited level, which here means every $\varepsilon_i$ with $i\ne r$; the reference need not be the lowest level. The Lean proof compares diagonal entries, and `linear_combination` performs the fraction algebra.

```lean
/-- Resolvent identity: for a nondegenerate reference level and `z` different from all excited
levels, `R(z) = R - (z - E0) R R(z)` with `R = R(E0)`. -/
theorem resolvent_identity (ε : n → ℝ) (r : n) (z : ℝ) (hε : ∀ i, i ≠ r → ε r ≠ ε i)
    (hz : ∀ i, i ≠ r → z ≠ ε i) :
    resolvent ε r z = resolvent ε r (ε r)
      - (z - ε r) • (resolvent ε r (ε r) * resolvent ε r z) := by
  unfold resolvent
  rw [Matrix.diagonal_mul_diagonal, ← Matrix.diagonal_smul, Matrix.diagonal_sub]
  congr 1
  funext i
  by_cases hi : i = r
  · simp [hi]
  · have ha : (z - ε i) * (1 / (z - ε i)) = 1 :=
      mul_one_div_cancel (sub_ne_zero.2 (hz i hi))
    have hb : (ε r - ε i) * (1 / (ε r - ε i)) = 1 :=
      mul_one_div_cancel (sub_ne_zero.2 (hε i hi))
    simp only [if_neg hi, Pi.smul_apply, smul_eq_mul]
    linear_combination (1 / (ε r - ε i)) * ha - (1 / (z - ε i)) * hb
```

Q: And then you iterate and discard the tail?

A: By hand, yes. With $T=R(z)$, repeated insertion gives

$$\langle VTV\rangle=\langle VRV\rangle-\delta\langle VR^2V\rangle+\delta^2\langle VR^3V\rangle+O(\delta^3),$$
$$\langle VTVTV\rangle=\langle VRVRV\rangle-\delta\big(\langle VR^2VRV\rangle+\langle VRVR^2V\rangle\big)+O(\delta^2),$$
$$\langle VTVTVTV\rangle=\langle VRVRVRV\rangle+O(\delta).$$

Lean keeps the tails as explicit matrix elements. The local statement `key` replaces one `T` between arbitrary matrices `A` and `B`, and the three expansions are combinations of such replacements.

```lean
/-- If `T = R - δ R T`, the expectation values of `VTV`, `VTVTV` and `VTVTVTV` expand in the
energy shift `δ` with exact remainders of order three, two and one. -/
theorem insertion_expansion (V R T : Matrix n n ℝ) (r : n) (δ : ℝ)
    (hT : T = R - δ • (R * T)) :
    (V * T * V) r r = (V * R * V) r r - δ * (V * R * R * V) r r
        + δ ^ 2 * (V * R * R * R * V) r r - δ ^ 3 * (V * R * R * R * T * V) r r ∧
    (V * T * V * T * V) r r = (V * R * V * R * V) r r
        - δ * ((V * R * R * V * R * V) r r + (V * R * V * R * R * V) r r)
        + δ ^ 2 * ((V * R * R * V * R * T * V) r r + (V * R * R * T * V * T * V) r r
          + (V * R * V * R * R * T * V) r r) ∧
    (V * T * V * T * V * T * V) r r = (V * R * V * R * V * R * V) r r
        - δ * ((V * R * T * V * T * V * T * V) r r + (V * R * V * R * T * V * T * V) r r
          + (V * R * V * R * V * R * T * V) r r) := by
  have key : ∀ A B : Matrix n n ℝ,
      (A * T * B) r r = (A * R * B) r r - δ * (A * R * T * B) r r := by
    intro A B
    have h := congrArg (fun X => (A * X * B) r r) hT
    simpa [Matrix.mul_sub, Matrix.sub_mul, Matrix.mul_assoc] using h
  have k1 := key V (V * T * V)
  have k4 := key (V * R) (V * T * V)
  have m1 := key V (V * T * V * T * V)
  have m2 := key (V * R * V) (V * T * V)
  simp only [← Matrix.mul_assoc] at k1 k4 m1 m2
  refine ⟨?_, ?_, ?_⟩
  · linear_combination key V V - δ * key (V * R) V + δ ^ 2 * key (V * R * R) V
  · linear_combination k1 + key (V * R * V) V - δ * key (V * R * V * R) V - δ * k4
      - δ * key (V * R * R * V) V
  · linear_combination m1 + m2 + key (V * R * V * R * V) V
```

Q: Now collect powers for me.

A: Put $z=E(s)$. Then $\delta=E_1s+E_2s^2+O(s^3)$ and $\delta^2=E_1^2s^2+O(s^3)$. The prefactors $s^2,s^3,s^4$ push all three tails to order $s^5$. Matching powers gives

$$E_1=\langle V\rangle,\qquad E_2=\langle VRV\rangle,\qquad E_3=\langle VRVRV\rangle-E_1\langle VR^2V\rangle,$$
$$E_4=\langle VRVRVRV\rangle-E_1\big(\langle VR^2VRV\rangle+\langle VRVR^2V\rangle\big)+E_1^2\langle VR^3V\rangle-E_2\langle VR^2V\rangle .$$

The terms with a factor $E_1$, $E_1^2$ or $E_2$ are the renormalization terms; they come from the energy shift $\delta$ in the denominators. For symmetric $V$ the two mixed terms are transposes of each other, hence equal, and their sum is $2\langle VR^2VRV\rangle$.

A term gets lost if one stops at $\delta\approx E_1s$: the second-order expression then no longer supplies $-E_2\langle VR^2V\rangle$. When $\langle V\rangle=0$, that is the only renormalization term left.

Q: Matching powers is fine for polynomials, but your tails still depend on $s$ through the resolvent.

A: They are continuous at $s=0$, which is enough. If $a+s\,q(s)$ is $O(s^{k+1})$ with $q$ continuous at zero, the limit $s\to0$ gives $a=0$. Dividing by $s\ne0$ then shows that $q$ is $O(s^k)$.

```lean
/-- If `a + s q(s)` is `O(s^(k+1))` at zero coupling and `q` is continuous there, then `a = 0`
and `q` is `O(s^k)`. -/
theorem peel_order {a : ℝ} {q : ℝ → ℝ} {k : ℕ}
    (h : (fun s => a + s * q s) =O[𝓝[≠] 0] fun s : ℝ => s ^ (k + 1))
    (hq : ContinuousAt q 0) : a = 0 ∧ q =O[𝓝[≠] 0] fun s : ℝ => s ^ k := by
  have l0 : Tendsto (fun s : ℝ => s ^ (k + 1)) (𝓝 0) (𝓝 (0 ^ (k + 1))) :=
    (continuous_pow (k + 1)).tendsto 0
  rw [zero_pow k.succ_ne_zero] at l0
  have hc : ContinuousAt (fun s => a + s * q s) 0 := by fun_prop
  have l1 : Tendsto (fun s => a + s * q s) (𝓝 0) (𝓝 (a + 0 * q 0)) := hc
  rw [zero_mul, add_zero] at l1
  have ha : a = 0 := tendsto_nhds_unique (l1.mono_left nhdsWithin_le_nhds)
    (h.trans_tendsto (l0.mono_left nhdsWithin_le_nhds))
  refine ⟨ha, ((isBigO_refl (fun s : ℝ => s⁻¹) (𝓝[≠] 0)).mul h).congr' ?_ ?_⟩
  · filter_upwards [self_mem_nhdsWithin] with s hs
    have hs' : s ≠ 0 := hs
    rw [ha, zero_add, inv_mul_cancel_left₀ hs']
  · filter_upwards [self_mem_nhdsWithin] with s hs
    have hs' : s ≠ 0 := hs
    rw [pow_succ', inv_mul_cancel_left₀ hs']
```

Repeating this removes the coefficients from first to fourth order one by one. Conversely, if all four vanish, what remains is $s^5$ times a function bounded near zero.

```lean
/-- For `q` continuous at zero, `a s + b s² + c s³ + d s⁴ + q(s) s⁵` is `O(s⁵)` exactly when
`a`, `b`, `c` and `d` vanish. -/
theorem coefficients_vanish {a b c d : ℝ} {q : ℝ → ℝ} (hq : ContinuousAt q 0) :
    ((fun s => s * (a + s * (b + s * (c + s * (d + s * q s))))) =O[𝓝 0] fun s : ℝ => s ^ 5) ↔
      a = 0 ∧ b = 0 ∧ c = 0 ∧ d = 0 := by
  constructor
  · intro h
    have h' : (fun s : ℝ => 0 + s * (a + s * (b + s * (c + s * (d + s * q s)))))
        =O[𝓝[≠] 0] fun s : ℝ => s ^ 5 := by
      simpa only [zero_add] using h.mono nhdsWithin_le_nhds
    obtain ⟨-, q1⟩ := peel_order (k := 4) h' (by fun_prop)
    obtain ⟨a1, q2⟩ := peel_order (k := 3) q1 (by fun_prop)
    obtain ⟨a2, q3⟩ := peel_order (k := 2) q2 (by fun_prop)
    obtain ⟨a3, q4⟩ := peel_order (k := 1) q3 (by fun_prop)
    exact ⟨a1, a2, a3, (peel_order (k := 0) q4 hq).1⟩
  · rintro ⟨rfl, rfl, rfl, rfl⟩
    exact ((isBigO_refl (fun s : ℝ => s ^ 5) (𝓝 0)).mul (hq.tendsto.isBigO_one ℝ)).congr
      (fun s => show s ^ 5 * q s = s * (0 + s * (0 + s * (0 + s * (0 + s * q s)))) by ring)
      (fun s => mul_one _)
```

Q: What exactly does the final theorem say, then?

A: For real levels `ε` and a real matrix `V`, it assumes that the reference level coincides with no other level (`hε`) and that `V` is symmetric (`hV`), which is Hermiticity for real matrix elements. Excited levels may be degenerate among themselves. `hR` merely names the resolvent at $E_0$. The two sides of the Brillouin-Wigner equation, evaluated at `series`, differ by $O(s^5)$ as $s\to0$ if and only if the four coefficients have the values above.

In the proof, `hsym` is the transpose argument. `hz` says that $E(s)$ avoids the excited levels for small $s$, so no denominator vanishes there. `rem` gives continuity of the collected tails, and the last `linear_combination` does the bookkeeping of powers.

```lean
/-- For diagonal `H0` with nondegenerate reference level and symmetric `V`, an energy series
starting at `E0` solves the fourth-order Brillouin-Wigner equation up to `O(s⁵)` exactly when its
coefficients are the stated ones, with renormalization terms in third and fourth order. -/
theorem brillouinWigner_iff_coefficients (ε : n → ℝ) (V R : Matrix n n ℝ) (r : n)
    (E1 E2 E3 E4 : ℝ) (hR : R = resolvent ε r (ε r)) (hε : ∀ i, i ≠ r → ε r ≠ ε i)
    (hV : V.IsSymm) :
    ((fun s => series (ε r) E1 E2 E3 E4 s - bwEnergy ε V r s (series (ε r) E1 E2 E3 E4 s))
      =O[𝓝 0] fun s : ℝ => s ^ 5) ↔
    E1 = V r r ∧ E2 = (V * R * V) r r ∧
    E3 = (V * R * V * R * V) r r - E1 * (V * R ^ 2 * V) r r ∧
    E4 = (V * R * V * R * V * R * V) r r - 2 * E1 * (V * R ^ 2 * V * R * V) r r
      + E1 ^ 2 * (V * R ^ 3 * V) r r - E2 * (V * R ^ 2 * V) r r := by
  have p2 : R ^ 2 = R * R := pow_two R
  have p3 : R ^ 3 = R * R * R := by rw [pow_succ, pow_two]
  simp only [p2, p3, ← Matrix.mul_assoc]
  -- symmetry of `V` identifies the two mixed terms
  have hRt : Rᵀ = R := by rw [hR, resolvent, Matrix.diagonal_transpose]
  have ht : (V * R * V * R * R * V)ᵀ = V * R * R * V * R * V := by
    simp only [Matrix.transpose_mul, hV.eq, hRt, Matrix.mul_assoc]
  have hsym : (V * R * V * R * R * V) r r = (V * R * R * V * R * V) r r :=
    congrFun (congrFun ht r) r
  -- near `s = 0` the energy avoids the excited levels and the resolvent is continuous
  have hE : Continuous (series (ε r) E1 E2 E3 E4) := by
    unfold series
    fun_prop
  have h0 : ∀ i, i ≠ r → series (ε r) E1 E2 E3 E4 0 ≠ ε i := by
    intro i hi
    simpa [series] using hε i hi
  have hz : ∀ᶠ s in 𝓝 (0 : ℝ), ∀ i, i ≠ r → series (ε r) E1 E2 E3 E4 s ≠ ε i := by
    refine Filter.eventually_all.2 fun i => ?_
    by_cases hi : i = r
    · exact Filter.Eventually.of_forall fun _ h => absurd hi h
    · exact (hE.continuousAt.eventually_ne (h0 i hi)).mono fun _ h _ => h
  have hd : ContinuousAt (fun (s : ℝ) (i : n) =>
      if i = r then (0 : ℝ) else 1 / (series (ε r) E1 E2 E3 E4 s - ε i)) 0 := by
    refine continuousAt_pi.2 fun i => ?_
    by_cases hi : i = r
    · simp only [if_pos hi]
      exact continuousAt_const
    · simp only [if_neg hi]
      exact continuousAt_const.div (hE.continuousAt.sub continuousAt_const)
        (sub_ne_zero.2 (h0 i hi))
  have hdiag : Continuous (fun d : n → ℝ => Matrix.diagonal d) :=
    continuous_id.matrix_diagonal
  have hT : ContinuousAt (fun s => resolvent ε r (series (ε r) E1 E2 E3 E4 s)) 0 :=
    hdiag.continuousAt.comp hd
  have lift : ∀ F : Matrix n n ℝ → Matrix n n ℝ, Continuous F →
      ContinuousAt (fun s => F (resolvent ε r (series (ε r) E1 E2 E3 E4 s)) r r) 0 :=
    fun F hF => (hF.matrix_elem r r).continuousAt.comp hT
  have ca := lift (fun T => V * R * R * R * T * V) (by fun_prop)
  have cb := ((lift (fun T => V * R * R * V * R * T * V) (by fun_prop)).add
    (lift (fun T => V * R * R * T * V * T * V) (by fun_prop))).add
    (lift (fun T => V * R * V * R * R * T * V) (by fun_prop))
  have cc := ((lift (fun T => V * R * T * V * T * V * T * V) (by fun_prop)).add
    (lift (fun T => V * R * V * R * T * V * T * V) (by fun_prop))).add
    (lift (fun T => V * R * V * R * V * R * T * V) (by fun_prop))
  -- the factor of `s⁵` in the remainder is continuous
  have rem : ∀ (a b c : ℝ → ℝ) (x y w : ℝ), ContinuousAt a 0 → ContinuousAt b 0 →
      ContinuousAt c 0 → ContinuousAt (fun s : ℝ => (E3 + s * E4) * x
        - (E2 + s * E3 + s ^ 2 * E4) * (2 * E1 + s * E2 + s ^ 2 * E3 + s ^ 3 * E4) * y
        + (E1 + s * E2 + s ^ 2 * E3 + s ^ 3 * E4) ^ 3 * a s
        + (E2 + s * E3 + s ^ 2 * E4) * w
        - (E1 + s * E2 + s ^ 2 * E3 + s ^ 3 * E4) ^ 2 * b s
        + (E1 + s * E2 + s ^ 2 * E3 + s ^ 3 * E4) * c s) 0 := by
    intro a b c x y w ha hb hc
    fun_prop
  have key := coefficients_vanish (a := E1 - V r r) (b := E2 - (V * R * V) r r)
    (c := E3 - ((V * R * V * R * V) r r - E1 * (V * R * R * V) r r))
    (d := E4 - ((V * R * V * R * V * R * V) r r - 2 * E1 * (V * R * R * V * R * V) r r
      + E1 ^ 2 * (V * R * R * R * V) r r - E2 * (V * R * R * V) r r))
    (rem _ _ _ ((V * R * R * V) r r) ((V * R * R * R * V) r r)
      ((V * R * R * V * R * V) r r + (V * R * V * R * R * V) r r) ca cb cc)
  refine Iff.trans (isBigO_congr ?_ (Filter.EventuallyEq.refl _ _)) (Iff.trans key ?_)
  · filter_upwards [hz] with s hs
    have hδ : series (ε r) E1 E2 E3 E4 s - ε r
        = s * (E1 + s * E2 + s ^ 2 * E3 + s ^ 3 * E4) := by
      unfold series
      ring
    have hres := resolvent_identity ε r _ hε hs
    rw [hδ, ← hR] at hres
    obtain ⟨h1, h2, h3⟩ := insertion_expansion V R _ r _ hres
    simp only [bwEnergy, Pi.add_apply]
    linear_combination hδ - s ^ 2 * h1 - s ^ 3 * h2 - s ^ 4 * h3 + s ^ 4 * E1 * hsym
  · simp only [sub_eq_zero]

end

end BrillouinWignerRenormalization
```

```lean
#print axioms BrillouinWignerRenormalization.brillouinWigner_iff_coefficients
-- 'BrillouinWignerRenormalization.brillouinWigner_iff_coefficients' depends on axioms: [propext, Classical.choice, Quot.sound]
```

Q: Does symmetry really matter, or is it just convenient?

A: It matters for the factor 2. Take states 0, 1, 2 with levels 0, 1, 2 and reference 0. Let $V_{00}=V_{01}=V_{12}=V_{20}=1$ and all other entries vanish. This $V$ is not Hermitian, so it is not a physical perturbation; it only tests the hypothesis. Then $R=\mathrm{diag}(0,-1,-\tfrac12)$ and $E_1=1$, while $\langle VRV\rangle$, $\langle VR^2V\rangle$, $\langle VR^3V\rangle$ and $\langle VRVRVRV\rangle$ are all zero. The mixed terms differ:

$$\langle VR^2VRV\rangle=-\tfrac12,\qquad \langle VRVR^2V\rangle=-\tfrac14 .$$

Matching powers gives $E_4=\tfrac34$, whereas the formula with the factor 2 gives $1$.

Q: And what may I not conclude from the theorem?

A: It does not show that the equation has a solution $E(s)$, that the series continued to all orders converges, or that its coefficients are those of an exact eigenvalue. Complex Hermitian $V$, a degenerate reference level and infinite bases are not treated either.

Q: Where would I meet these terms?

A: In Møller-Plesset theory through fourth order, for a finite basis of real determinants in which $H_0$ is diagonal and the reference determinant is nondegenerate.
